# For X > 0, the integral of 1/(2x⁴) from X to infinity is 1/(6X³)

For every real X > 0, the declaration states that the function 1/(2x⁴) is integrable on (X, ∞) and that its integral there is 1/(6X³). In physical terms this is the total contribution of an inverse-fourth-power tail beyond a positive cutoff; the statement itself specifies no particular system. The attempt uses the antiderivative −1/(6x³), checking its derivative, the non-negativity of the integrand and the limit 0 at infinity. Mathlib's results on improper integrals of non-negative derivatives are then meant to give both claims.

An attempt in Lean 4 with a fault in it:

```lean
import Mathlib

open MeasureTheory Set Filter
open scoped Real Topology

namespace Quartic

noncomputable section

private theorem quartic {X : ℝ} (hX : 0 < X) :
    IntegrableOn (fun x : ℝ => 1 / (2 * x ^ 4)) (Ioi X) ∧
      ∫ x in Ioi X, 1 / (2 * x ^ 4) = 1 / 6 * X⁻¹ ^ 3 := by
  have hd : ∀ x ∈ Ici X, HasDerivAt (fun x : ℝ => -(1 / 6) * x⁻¹ ^ 3) (1 / (2 * x ^ 4)) x := by
    intro x hx
    have hx' : x ≠ 0 := (hX.trans_le hx).ne'
    refine (((hasDerivAt_inv hx').fun_pow 3).const_mul (-(1 / 6))).congr_deriv ?_
    norm_num
    field_simp <;> norm_num
  have hp : ∀ x ∈ Ioi X, 0 ≤ 1 / (2 * x ^ 4) := fun x _ => by positivity
  have hl : Tendsto (fun x : ℝ => -(1 / 6) * x⁻¹ ^ 3) atTop (𝓝 0) := by
    simpa using ((tendsto_inv_atTop_zero (𝕜 := ℝ)).pow 3).const_mul (-(1 / 6))
  refine ⟨integrableOn_Ioi_deriv_of_nonneg' hd hp hl, ?_⟩
  rw [integral_Ioi_of_hasDerivAt_of_nonneg' hd hp hl]
  ring

end

end Quartic
```

The error:

```
Main.lean:21:4: error: Type mismatch: After simplification, term
  Tendsto.const_mul (-(1 / 6)) (Tendsto.pow tendsto_inv_atTop_zero 3)
 has type
  Tendsto (fun x => -(1 / 6 * (x ^ 3)⁻¹)) atTop (𝓝 0)
but is expected to have type
  Tendsto (fun x => -(6⁻¹ * (x ^ 3)⁻¹)) atTop (𝓝 0)
```

The repair, with which the file compiles:

```diff
@@ -16,8 +16,11 @@
     refine (((hasDerivAt_inv hx').fun_pow 3).const_mul (-(1 / 6))).congr_deriv ?_
     norm_num
-    field_simp <;> norm_num
+    field_simp
+    norm_num
   have hp : ∀ x ∈ Ioi X, 0 ≤ 1 / (2 * x ^ 4) := fun x _ => by positivity
   have hl : Tendsto (fun x : ℝ => -(1 / 6) * x⁻¹ ^ 3) atTop (𝓝 0) := by
-    simpa using ((tendsto_inv_atTop_zero (𝕜 := ℝ)).pow 3).const_mul (-(1 / 6))
+    have h := ((tendsto_inv_atTop_zero (𝕜 := ℝ)).pow 3).const_mul (-(1 / 6) : ℝ)
+    rw [show (-(1 / 6) * 0 ^ 3 : ℝ) = 0 by norm_num] at h
+    exact h
   refine ⟨integrableOn_Ioi_deriv_of_nonneg' hd hp hl, ?_⟩
   rw [integral_Ioi_of_hasDerivAt_of_nonneg' hd hp hl]
```

Diagnosis. The error is in `hl`, the limit of the antiderivative at infinity. `simpa` simplifies both the supplied term and the goal, then tries to match them. In the goal, `1 / 6` is a quotient of real numbers, and the simp lemma `one_div` turns it into `6⁻¹`. In the supplied term it stays `1 / 6`, because the types of its numerals are not yet settled when `simp` runs.

The constant is the first explicit argument of `Tendsto.const_mul`, so Lean elaborates `-(1 / 6)` before the limit hypothesis has told it that the numbers are real. That hypothesis then fixes the type of the quotient, but not the types of `1` and `6` separately, since Lean's division notation allows the two operands and the result to have different types. Normally a default rule makes them agree, but `simpa using` elaborates its term with such defaults postponed. `one_div` needs all three types to be the same, so it does not fire, and the two simplified forms do not match.

In the repair, the annotation `(-(1 / 6) : ℝ)` makes the numerals real from the start. The new proof also avoids simplifying the function: it stores the limit as `h`, uses `rw` to replace only the limiting value `-(1 / 6) * 0 ^ 3` by `0`, with `norm_num` proving that equality, and closes the goal with `exact h`.

Putting `field_simp` and `norm_num` on separate lines is mere tidying, as no error was reported there.
